# The prime-factor (Good–Thomas) factorisation of the discrete Fourier transform

Let $N_1, N_2$ be coprime natural numbers, $N = N_1N_2$, and let $f(0),\dots,f(N-1)$ be complex numbers with transform $\hat f(k)=\sum_{j<N} f(j)\,e^{-2\pi i kj/N}$ at an integer $k$. Then $j(a,b) = (N_2a+N_1b) \bmod N$ maps the pairs $a<N_1$, $b<N_2$ bijectively onto the sites $j<N$, and
$$\hat f(k)=\sum_{a<N_1}\sum_{b<N_2} f\big(j(a,b)\big)\,e^{-2\pi i ka/N_1}\,e^{-2\pi i kb/N_2}.$$
For positive $N_1,N_2$, the bijection, and the validity of the formula for all $f$ and $k$, are each equivalent to coprimality. On a one-dimensional Born–von Kármán ring of finitely many sites, $\hat f(k)/\sqrt N$ is the amplitude of the site function $f$ on the normalised Bloch wave $e^{2\pi i kj/N}/\sqrt N$, so the formula writes that projection as nested sums of lengths $N_1$ and $N_2$, both shorter than $N$ when $N_1,N_2\ge2$. What is proved under the Good–Thomas name is this exact identity and its nested form; operation counts, rounding and grids of higher dimension are not treated.

## Definitions

```lean
import Mathlib

open Finset
open scoped Real

namespace PrimeFactorTransform

noncomputable section
```

Write $\omega_N(m)=e^{-2\pi i m/N}$ for integer $m$. This is `phase N m`, and it fixes the negative sign of the forward transform.

```lean
/-- The Fourier phase `exp (-2 π i m / N)` on a periodic cell of `N` sites. -/
def phase (N : ℕ) (m : ℤ) : ℂ :=
  Complex.exp (-(2 * (π : ℂ) * Complex.I * (m : ℂ) / (N : ℂ)))
```

The transform `dft N f k` is $\hat f(k)$, with no prefactor $1/N$ or $1/\sqrt N$. The signal has type `ℕ → ℂ`, only its values at $j<N$ enter, and no periodicity of $f$ is assumed. The wave number $k$ is any integer, negative ones included.

```lean
/-- The discrete Fourier transform `∑_{j<N} f j * exp (-2 π i k j / N)` at wave number `k`. -/
def dft (N : ℕ) (f : ℕ → ℂ) (k : ℤ) : ℂ :=
  ∑ j ∈ range N, f j * phase N (k * (j : ℤ))
```

The index $j(a,b)$ is `goodIndex N₁ N₂ a b`, with all indices starting at zero.

```lean
/-- The prime-factor input index `j = (N₂ a + N₁ b) mod N₁ N₂`. -/
def goodIndex (N₁ N₂ a b : ℕ) : ℕ :=
  (N₂ * a + N₁ * b) % (N₁ * N₂)
```

## (a) Periodicity of the phase

*Task.* For $N>0$ and integers $m\equiv n \pmod N$, show $\omega_N(m)=\omega_N(n)$.

*Solution.* Write $n=m+Nt$ with $t$ an integer. Then $-2\pi i m/N = -2\pi i n/N + 2\pi i t$, and exponents that differ by an integer multiple of $2\pi i$ have the same exponential. In Lean, `Complex.exp_eq_exp_iff_exists_int` asks for that integer, $t$ is supplied, and `linear_combination` verifies the identity using $N N^{-1}=1$ (`hinv`).

```lean
/-- The phase `exp (-2 π i m / N)` depends only on `m` modulo `N`. -/
theorem phase_congr {N : ℕ} (hN : 0 < N) {m n : ℤ} (h : m ≡ n [ZMOD (N : ℤ)]) :
    phase N m = phase N n := by
  obtain ⟨t, ht⟩ := h.dvd
  have hn : n = m + (N : ℤ) * t := by linarith
  have hc := congrArg (Int.cast : ℤ → ℂ) hn
  push_cast at hc
  have hN' : (N : ℂ) ≠ 0 := Nat.cast_ne_zero.mpr hN.ne'
  have hinv : (N : ℂ) * (N : ℂ)⁻¹ = 1 := mul_inv_cancel₀ hN'
  unfold phase
  -- the two exponents differ by `t` full turns
  rw [Complex.exp_eq_exp_iff_exists_int]
  refine ⟨t, ?_⟩
  rw [hc]
  linear_combination (2 * (π : ℂ) * Complex.I * (t : ℂ)) * hinv
```

## (b) Residues of the index

*Task.* For all natural $N_1,N_2,a,b$, show $j(a,b)\equiv N_2a \pmod{N_1}$ and $j(a,b)\equiv N_1b\pmod{N_2}$.

*Solution.* By definition $j(a,b)\equiv N_2a+N_1b \pmod{N_1N_2}$, which is `hm`. A congruence modulo $N_1N_2$ also holds modulo each factor (`Nat.ModEq.of_dvd`). Modulo $N_1$ the term $N_1b$ drops out, and modulo $N_2$ the term $N_2a$ does.

```lean
/-- The index is congruent to `N₂ a` modulo `N₁` and to `N₁ b` modulo `N₂`. -/
theorem goodIndex_modEq (N₁ N₂ a b : ℕ) :
    goodIndex N₁ N₂ a b ≡ N₂ * a [MOD N₁] ∧ goodIndex N₁ N₂ a b ≡ N₁ * b [MOD N₂] := by
  have hm : goodIndex N₁ N₂ a b ≡ N₂ * a + N₁ * b [MOD N₁ * N₂] :=
    Nat.mod_modEq (N₂ * a + N₁ * b) (N₁ * N₂)
  constructor
  · refine (Nat.ModEq.of_dvd (dvd_mul_right N₁ N₂) hm).trans ?_
    show (N₂ * a + N₁ * b) % N₁ = (N₂ * a) % N₁
    exact Nat.add_mul_mod_self_left (N₂ * a) N₁ b
  · refine (Nat.ModEq.of_dvd (dvd_mul_left N₂ N₁) hm).trans ?_
    show (N₂ * a + N₁ * b) % N₂ = (N₁ * b) % N₂
    rw [Nat.add_comm]
    exact Nat.add_mul_mod_self_left (N₁ * b) N₂ a
```

## (c) Injectivity

*Task.* For coprime $N_1,N_2$, $a,a'<N_1$ and $b,b'<N_2$, show that $j(a,b)=j(a',b')$ forces $a=a'$ and $b=b'$.

*Solution.* Part (b) gives $N_2a\equiv N_2a' \pmod{N_1}$ and $N_1b\equiv N_1b'\pmod{N_2}$, the statements `h1` and `h2`. So $N_1$ divides $N_2(a-a')$, and being coprime to $N_2$ it divides $a-a'$; this cancellation is `Nat.ModEq.cancel_left_of_coprime`. Two numbers below $N_1$ that are congruent modulo $N_1$ are equal. The argument for $b$ exchanges the roles of $N_1$ and $N_2$.

```lean
/-- For coprime `N₁, N₂`, two pairs with `a, a' < N₁` and `b, b' < N₂` that have the same
index are equal. -/
theorem goodIndex_injective {N₁ N₂ : ℕ} (hc : Nat.Coprime N₁ N₂) {a a' b b' : ℕ}
    (ha : a < N₁) (ha' : a' < N₁) (hb : b < N₂) (hb' : b' < N₂)
    (h : goodIndex N₁ N₂ a b = goodIndex N₁ N₂ a' b') : a = a' ∧ b = b' := by
  have h1 : N₂ * a ≡ N₂ * a' [MOD N₁] := by
    have e := (goodIndex_modEq N₁ N₂ a b).1.symm
    rw [h] at e
    exact e.trans (goodIndex_modEq N₁ N₂ a' b').1
  have h2 : N₁ * b ≡ N₁ * b' [MOD N₂] := by
    have e := (goodIndex_modEq N₁ N₂ a b).2.symm
    rw [h] at e
    exact e.trans (goodIndex_modEq N₁ N₂ a' b').2
  -- cancel the coprime factor in each congruence
  have e1 : a ≡ a' [MOD N₁] := Nat.ModEq.cancel_left_of_coprime hc h1
  have e2 : b ≡ b' [MOD N₂] := Nat.ModEq.cancel_left_of_coprime hc.symm h2
  unfold Nat.ModEq at e1 e2
  rw [Nat.mod_eq_of_lt ha, Nat.mod_eq_of_lt ha'] at e1
  rw [Nat.mod_eq_of_lt hb, Nat.mod_eq_of_lt hb'] at e2
  exact ⟨e1, e2⟩
```

## (d) Bijection

*Task.* For coprime $N_1,N_2$, show that $j$ is a bijection from $\{a<N_1,\ b<N_2\}$ onto $\{j<N_1N_2\}$.

*Solution.* A remainder modulo $N_1N_2$ lies below $N_1N_2$ (`hlt`). By (c) the $N_1N_2$ pairs have $N_1N_2$ distinct images, and a subset of the sites with as many elements as there are sites is the whole set (`himg`). The three goals of `Set.BijOn` are these facts in turn: into, injective, onto. Positivity is not assumed. The coprime pairs that contain a zero are $(0,1)$ and $(1,0)$, where both sets are empty.

```lean
/-- For coprime `N₁, N₂` the index map is a bijection from the pairs `a < N₁`, `b < N₂`
onto the sites `j < N₁ N₂`. -/
theorem goodIndex_bijOn {N₁ N₂ : ℕ} (hc : Nat.Coprime N₁ N₂) :
    Set.BijOn (fun p : ℕ × ℕ => goodIndex N₁ N₂ p.1 p.2)
      {p : ℕ × ℕ | p.1 < N₁ ∧ p.2 < N₂} {j : ℕ | j < N₁ * N₂} := by
  have hlt : ∀ p : ℕ × ℕ, p.1 < N₁ → p.2 < N₂ → goodIndex N₁ N₂ p.1 p.2 < N₁ * N₂ := by
    intro p h1 h2
    unfold goodIndex
    exact Nat.mod_lt _
      (mul_pos (lt_of_le_of_lt (Nat.zero_le _) h1) (lt_of_le_of_lt (Nat.zero_le _) h2))
  have hinj : Set.InjOn (fun p : ℕ × ℕ => goodIndex N₁ N₂ p.1 p.2)
      (↑(range N₁ ×ˢ range N₂) : Set (ℕ × ℕ)) := by
    intro p hp q hq h
    have hp' := mem_product.mp (mem_coe.mp hp)
    have hq' := mem_product.mp (mem_coe.mp hq)
    have e := goodIndex_injective hc (mem_range.mp hp'.1) (mem_range.mp hq'.1)
      (mem_range.mp hp'.2) (mem_range.mp hq'.2) h
    exact Prod.ext e.1 e.2
  -- an injection between sets of `N₁ N₂` elements is onto
  have himg : (range N₁ ×ˢ range N₂).image (fun p : ℕ × ℕ => goodIndex N₁ N₂ p.1 p.2)
      = range (N₁ * N₂) := by
    apply Finset.eq_of_subset_of_card_le
    · intro j hj
      obtain ⟨p, hp, hpj⟩ := mem_image.mp hj
      have hp' := mem_product.mp hp
      rw [← hpj]
      exact mem_range.mpr (hlt p (mem_range.mp hp'.1) (mem_range.mp hp'.2))
    · rw [Finset.card_image_of_injOn hinj]
      simp
  refine ⟨?_, ?_, ?_⟩
  · intro p hp
    have hp' : p.1 < N₁ ∧ p.2 < N₂ := hp
    exact hlt p hp'.1 hp'.2
  · intro p hp q hq h
    have hp' : p.1 < N₁ ∧ p.2 < N₂ := hp
    have hq' : q.1 < N₁ ∧ q.2 < N₂ := hq
    have e := goodIndex_injective hc hp'.1 hq'.1 hp'.2 hq'.2 h
    exact Prod.ext e.1 e.2
  · intro j hj
    have hj0 : j < N₁ * N₂ := hj
    have hj' : j ∈ (range N₁ ×ˢ range N₂).image
        (fun p : ℕ × ℕ => goodIndex N₁ N₂ p.1 p.2) := by
      rw [himg]
      exact mem_range.mpr hj0
    obtain ⟨p, hp, hpj⟩ := mem_image.mp hj'
    have hp' := mem_product.mp hp
    have hp'' : p.1 < N₁ ∧ p.2 < N₂ := ⟨mem_range.mp hp'.1, mem_range.mp hp'.2⟩
    exact ⟨p, hp'', hpj⟩
```

## (e) Splitting of the phase

*Task.* For positive $N_1,N_2$, coprime or not, and any $k,a,b$, show $\omega_{N_1N_2}\big(k\,j(a,b)\big)=\omega_{N_1}(ka)\,\omega_{N_2}(kb)$.

*Solution.* Since $k\,j(a,b)\equiv k(N_2a+N_1b)\pmod{N_1N_2}$, part (a) removes the reduction. Then
$$\frac{k(N_2a+N_1b)}{N_1N_2}=\frac{ka}{N_1}+\frac{kb}{N_2},$$
and the exponential of a sum is a product. The rewrite with `phase_congr` is the first step, `Complex.exp_add` merges the product into one exponential, and `linear_combination` checks the fraction identity.

```lean
/-- For positive `N₁, N₂` and `j = (N₂ a + N₁ b) mod N₁ N₂`, the phase
`exp (-2 π i k j / (N₁ N₂))` equals
`exp (-2 π i k a / N₁) * exp (-2 π i k b / N₂)`. -/
theorem phase_split {N₁ N₂ : ℕ} (h1 : 0 < N₁) (h2 : 0 < N₂) (k : ℤ) (a b : ℕ) :
    phase (N₁ * N₂) (k * ((goodIndex N₁ N₂ a b : ℕ) : ℤ))
      = phase N₁ (k * (a : ℤ)) * phase N₂ (k * (b : ℤ)) := by
  have hm : goodIndex N₁ N₂ a b ≡ N₂ * a + N₁ * b [MOD N₁ * N₂] :=
    Nat.mod_modEq (N₂ * a + N₁ * b) (N₁ * N₂)
  have hz : ((goodIndex N₁ N₂ a b : ℕ) : ℤ) ≡ ((N₂ * a + N₁ * b : ℕ) : ℤ)
      [ZMOD ((N₁ * N₂ : ℕ) : ℤ)] :=
    Int.modEq_iff_dvd.mpr (Nat.modEq_iff_dvd.mp hm)
  have e1 : (N₁ : ℂ) * (N₁ : ℂ)⁻¹ = 1 := mul_inv_cancel₀ (Nat.cast_ne_zero.mpr h1.ne')
  have e2 : (N₂ : ℂ) * (N₂ : ℂ)⁻¹ = 1 := mul_inv_cancel₀ (Nat.cast_ne_zero.mpr h2.ne')
  -- drop the reduction modulo `N₁ N₂`
  rw [phase_congr (mul_pos h1 h2) (hz.mul_left k)]
  unfold phase
  rw [← Complex.exp_add]
  congr 1
  push_cast
  -- (N₂ a + N₁ b) / (N₁ N₂) = a / N₁ + b / N₂
  linear_combination
    (-(2 * (π : ℂ) * Complex.I * (k : ℂ) * (a : ℂ) * (N₁ : ℂ)⁻¹)) * e2
      - (2 * (π : ℂ) * Complex.I * (k : ℂ) * (b : ℂ) * (N₂ : ℂ)⁻¹) * e1
```

## (f) The double-sum formula

*Task.* For coprime $N_1,N_2$, every $f$ and every integer $k$, prove the formula for $\hat f(k)$ stated at the top.

*Solution.* By (d) every site is $j(a,b)$ for exactly one pair, so
$$\hat f(k)=\sum_{(a,b)} f\big(j(a,b)\big)\,\omega_N\big(k\,j(a,b)\big).$$
Part (e) splits each phase; it applies because the existence of a pair with $a<N_1$, $b<N_2$ makes both lengths positive. The four goals of `Finset.sum_bij` are the three properties from (d) and the termwise equality from (e), and `Finset.sum_product` writes the sum over pairs as an iterated sum.

```lean
/-- Prime-factor (Good-Thomas) transform: for coprime `N₁, N₂` the length-`N₁ N₂` transform at
`k` is the double sum over `a < N₁`, `b < N₂` of
`f j * exp (-2 π i k a / N₁) * exp (-2 π i k b / N₂)` with `j = (N₂ a + N₁ b) mod N₁ N₂`. -/
theorem prime_factor_dft {N₁ N₂ : ℕ} (hc : Nat.Coprime N₁ N₂) (f : ℕ → ℂ) (k : ℤ) :
    dft (N₁ * N₂) f k
      = ∑ a ∈ range N₁, ∑ b ∈ range N₂,
          f (goodIndex N₁ N₂ a b) * phase N₁ (k * (a : ℤ)) * phase N₂ (k * (b : ℤ)) := by
  have hb := goodIndex_bijOn hc
  have hmem : ∀ p : ℕ × ℕ, p ∈ range N₁ ×ˢ range N₂ ↔
      p ∈ {q : ℕ × ℕ | q.1 < N₁ ∧ q.2 < N₂} := by
    intro p
    simp
  unfold dft
  calc ∑ j ∈ range (N₁ * N₂), f j * phase (N₁ * N₂) (k * (j : ℤ))
      = ∑ p ∈ range N₁ ×ˢ range N₂, f (goodIndex N₁ N₂ p.1 p.2)
          * phase N₁ (k * (p.1 : ℤ)) * phase N₂ (k * (p.2 : ℤ)) := by
        symm
        -- reindex along the bijection, then split each phase
        refine Finset.sum_bij (fun p _ => goodIndex N₁ N₂ p.1 p.2) ?_ ?_ ?_ ?_
        · intro p hp
          have h := hb.mapsTo ((hmem p).mp hp)
          exact mem_range.mpr h
        · intro p hp q hq h
          exact hb.injOn ((hmem p).mp hp) ((hmem q).mp hq) h
        · intro j hj
          have hj' : j ∈ {j : ℕ | j < N₁ * N₂} := mem_range.mp hj
          obtain ⟨p, hp, hpj⟩ := hb.surjOn hj'
          exact ⟨p, (hmem p).mpr hp, hpj⟩
        · intro p hp
          have hp' : p.1 < N₁ ∧ p.2 < N₂ := (hmem p).mp hp
          show f (goodIndex N₁ N₂ p.1 p.2) * phase N₁ (k * (p.1 : ℤ)) * phase N₂ (k * (p.2 : ℤ))
            = f (goodIndex N₁ N₂ p.1 p.2)
              * phase (N₁ * N₂) (k * ((goodIndex N₁ N₂ p.1 p.2 : ℕ) : ℤ))
          rw [phase_split (lt_of_le_of_lt (Nat.zero_le _) hp'.1)
            (lt_of_le_of_lt (Nat.zero_le _) hp'.2), mul_assoc]
    _ = _ := by simp only [Finset.sum_product]
```

## (g) Nested transforms

*Task.* For coprime $N_1,N_2$ and integers $k\equiv k_1\pmod{N_1}$, $k\equiv k_2\pmod{N_2}$, show
$$\hat f(k)=\sum_{a<N_1} g(a)\,\omega_{N_1}(k_1a),\qquad g(a)=\sum_{b<N_2} f\big(j(a,b)\big)\,\omega_{N_2}(k_2b).$$

*Solution.* In (f), part (a) replaces $ka$ by $k_1a$ and $kb$ by $k_2b$, and $\omega_{N_1}(k_1a)$ is taken out of the sum over $b$. Lean works in the other direction, distributing that factor with `Finset.sum_mul` and comparing terms. The residues $k_1,k_2$ are tied to $k$ by the hypotheses `hk₁` and `hk₂`; that $k\mapsto(k\bmod N_1,\ k\bmod N_2)$ is one-to-one on $0\le k<N$ is not among the statements.

```lean
/-- For coprime `N₁, N₂` and `k ≡ k₁ (mod N₁)`, `k ≡ k₂ (mod N₂)`, the length-`N₁ N₂` transform
at `k` is the length-`N₁` transform at `k₁` of the length-`N₂` transforms at `k₂` of the
reindexed signal. -/
theorem prime_factor_nested {N₁ N₂ : ℕ} (hc : Nat.Coprime N₁ N₂) (f : ℕ → ℂ) {k k₁ k₂ : ℤ}
    (hk₁ : k ≡ k₁ [ZMOD (N₁ : ℤ)]) (hk₂ : k ≡ k₂ [ZMOD (N₂ : ℤ)]) :
    dft (N₁ * N₂) f k
      = dft N₁ (fun a => dft N₂ (fun b => f (goodIndex N₁ N₂ a b)) k₂) k₁ := by
  rw [prime_factor_dft hc]
  simp only [dft]
  refine Finset.sum_congr rfl fun a ha => ?_
  rw [Finset.sum_mul]
  refine Finset.sum_congr rfl fun b hb => ?_
  have h1 : 0 < N₁ := lt_of_le_of_lt (Nat.zero_le _) (mem_range.mp ha)
  have h2 : 0 < N₂ := lt_of_le_of_lt (Nat.zero_le _) (mem_range.mp hb)
  -- each small phase sees only the residue of `k`
  rw [phase_congr h1 (hk₁.mul_right (a : ℤ)), phase_congr h2 (hk₂.mul_right (b : ℤ))]
  ring
```

*Instance.* Take $N_1=2$, $N_2=3$, so $j=(3a+2b)\bmod 6$. Row $a=0$ holds the sites $0,2,4$ and row $a=1$ holds $3,5,1$. Let $f(j)=j$, $k=k_1=k_2=1$ and $w=e^{-2\pi i/3}$. Then $g(0)=2w+4w^2$, $g(1)=3+5w+w^2$, and $\omega_2(1)=-1$ gives
$$\hat f(1)=g(0)-g(1)=-3+3(w^2-w)=-3+3\sqrt3\,i.$$
The direct sum $\sum_{j<6} jz^j$ with $z=e^{-i\pi/3}$ equals $6/(z-1)=6/w=6w^2$, the same number.

*In code.* One gathers the data into an $N_1\times N_2$ array with entries $f(j(a,b))$, applies unnormalised forward transforms along each axis to obtain an array $X$, and reads $\hat f(k)=X[k\bmod N_1,\ k\bmod N_2]$. Nothing is multiplied in between the two passes. With the row-major index $j=N_2a+b$ and $k=q_1+N_1q_2$, where $0\le q_1<N_1$ and $0\le q_2<N_2$, the sum over $a$ is done first, and its result is multiplied by a twiddle factor $e^{-2\pi i q_1b/N}$ before the sum over $b$. The worked numbers and this comparison are illustrations that Lean has not been asked to check.

## (h) The missed site

*Task.* For positive $N_1,N_2$ that are not coprime, show that $1<N_1N_2$ and that $j(a,b)\neq1$ for all natural $a,b$.

*Solution.* If $N_1N_2\le1$, then $N_1\le N_1N_2\le 1$ gives $N_1=1$, which is coprime to every number. For the second claim let $d=\gcd(N_1,N_2)\neq1$. It divides $N_2a$, $N_1b$ and the modulus $N_1N_2$, hence the remainder $j(a,b)$; this is `hd`, through `Nat.dvd_mod_iff`. If $j(a,b)=1$, then $d$ divides $1$, so $d=1$. For $N_1=N_2=2$ the four pairs give the indices $0,2,2,0$.

```lean
/-- If positive `N₁, N₂` are not coprime, the site `j = 1` lies below `N₁ N₂` and is the index
of no pair `(a, b)`. -/
theorem site_one_missed {N₁ N₂ : ℕ} (h1 : 0 < N₁) (h2 : 0 < N₂) (hn : ¬ Nat.Coprime N₁ N₂) :
    1 < N₁ * N₂ ∧ ∀ a b : ℕ, goodIndex N₁ N₂ a b ≠ 1 := by
  constructor
  · by_contra hle
    have hle' : N₁ ≤ N₁ * N₂ := by nlinarith [h1, h2]
    have hN₁ : N₁ = 1 := by omega
    rw [hN₁] at hn
    exact hn (Nat.coprime_one_left _)
  · intro a b h
    -- every index is a multiple of the common divisor
    have hd : Nat.gcd N₁ N₂ ∣ goodIndex N₁ N₂ a b := by
      unfold goodIndex
      exact (Nat.dvd_mod_iff (Dvd.dvd.mul_right (Nat.gcd_dvd_left N₁ N₂) N₂)).mpr
        (dvd_add (Dvd.dvd.mul_right (Nat.gcd_dvd_right N₁ N₂) a)
          (Dvd.dvd.mul_right (Nat.gcd_dvd_left N₁ N₂) b))
    rw [h] at hd
    exact hn (Nat.dvd_one.mp hd)
```

## (i) Bijection exactly for coprime lengths

*Task.* For positive $N_1,N_2$, show that the map in (d) is a bijection if and only if $N_1,N_2$ are coprime.

*Solution.* One direction is (d). Conversely, without coprimality (h) makes $1$ a site with no preimage, which contradicts `hb.surjOn`. Positivity excludes cases such as $N_1=0$, $N_2=2$, where both sets are empty although $\gcd(0,2)=2$.

```lean
/-- For positive `N₁, N₂` the index map is a bijection from the pairs `a < N₁`, `b < N₂` onto
the sites `j < N₁ N₂` exactly when `N₁` and `N₂` are coprime. -/
theorem goodIndex_bijOn_iff_coprime {N₁ N₂ : ℕ} (h1 : 0 < N₁) (h2 : 0 < N₂) :
    Set.BijOn (fun p : ℕ × ℕ => goodIndex N₁ N₂ p.1 p.2)
      {p : ℕ × ℕ | p.1 < N₁ ∧ p.2 < N₂} {j : ℕ | j < N₁ * N₂} ↔ Nat.Coprime N₁ N₂ := by
  constructor
  · intro hb
    by_contra hn
    obtain ⟨hlt, hne⟩ := site_one_missed h1 h2 hn
    have hone : (1 : ℕ) ∈ {j : ℕ | j < N₁ * N₂} := hlt
    obtain ⟨p, _, hp⟩ := hb.surjOn hone
    exact hne p.1 p.2 hp
  · exact goodIndex_bijOn
```

## (j) The formula exactly for coprime lengths

*Task.* For positive $N_1,N_2$, show that the formula in (f) holds for all $f$ and all $k$ if and only if $N_1,N_2$ are coprime.

*Solution.* One direction is (f). Conversely, suppose the lengths are not coprime, and take $f(1)=1$, $f(j)=0$ otherwise, with $k=0$. Since $1<N$, the left side is $f(1)\,\omega_N(0)=1$, which is `hl`, obtained with `Finset.sum_eq_single`. On the right every $f(j(a,b))$ vanishes by (h), so the formula would read $1=0$. The quantifiers over $f$ and $k$ stand inside the equivalence: a particular signal, such as $f=0$, can satisfy the formula for lengths that are not coprime.

```lean
/-- For positive `N₁, N₂` the twiddle-free double-sum formula holds for every signal and every
wave number exactly when `N₁` and `N₂` are coprime. -/
theorem prime_factor_iff_coprime {N₁ N₂ : ℕ} (h1 : 0 < N₁) (h2 : 0 < N₂) :
    (∀ (f : ℕ → ℂ) (k : ℤ), dft (N₁ * N₂) f k
      = ∑ a ∈ range N₁, ∑ b ∈ range N₂,
          f (goodIndex N₁ N₂ a b) * phase N₁ (k * (a : ℤ)) * phase N₂ (k * (b : ℤ)))
      ↔ Nat.Coprime N₁ N₂ := by
  constructor
  · intro H
    by_contra hn
    obtain ⟨hlt, hne⟩ := site_one_missed h1 h2 hn
    -- test on a delta at the missed site, at zero wave number
    have h := H (fun j => if j = 1 then 1 else 0) 0
    have hl : dft (N₁ * N₂) (fun j => if j = 1 then 1 else 0) 0 = 1 := by
      simp only [dft]
      rw [Finset.sum_eq_single 1]
      · simp [phase]
      · intro j _ hj
        simp [hj]
      · intro hno
        exact absurd (mem_range.mpr hlt) hno
    rw [hl] at h
    simp [hne] at h
  · intro hc f k
    exact prime_factor_dft hc f k

end

end PrimeFactorTransform
```

```lean
#print axioms PrimeFactorTransform.prime_factor_dft
#print axioms PrimeFactorTransform.prime_factor_nested
#print axioms PrimeFactorTransform.goodIndex_bijOn_iff_coprime
#print axioms PrimeFactorTransform.prime_factor_iff_coprime
```

```
'PrimeFactorTransform.prime_factor_dft' depends on axioms: [propext, Classical.choice, Quot.sound]
'PrimeFactorTransform.prime_factor_nested' depends on axioms: [propext, Classical.choice, Quot.sound]
'PrimeFactorTransform.goodIndex_bijOn_iff_coprime' depends on axioms: [propext, Classical.choice, Quot.sound]
'PrimeFactorTransform.prime_factor_iff_coprime' depends on axioms: [propext, Classical.choice, Quot.sound]
```
